# CPT invariance and unitarity tie the difference between conjugate transition probabilities to the absorptive part, for finitely many states

To ask whether a process $i\to f$ and its antiparticle version are equally likely, one must say what conjugation does to a state; here it is a map $r$ on a finite set of state labels, with $r(r(i))=i$. The amplitudes form a complex matrix $T$, with final states as rows and initial states as columns. CPT may also multiply each state by a phase; these phases are set to one here, and they would drop out of the squared amplitudes compared below.

```lean
import Mathlib

open Matrix
open scoped ComplexConjugate ComplexOrder

namespace CPTAsymmetry

noncomputable section

variable {n : Type*} [Fintype n] [DecidableEq n]
```

The scattering matrix is $S=1+iT$.

```lean
/-- The scattering matrix `S = 1 + iT` built from the transition matrix `T`. -/
def sMatrix (T : Matrix n n ℂ) : Matrix n n ℂ := 1 + Complex.I • T
```

Unitarity brings in the absorptive matrix $A=T^\dagger T$, with $A_{fi}=\sum_k \overline{T_{kf}}\,T_{ki}$.

```lean
/-- The absorptive matrix `A = T†T`, a sum over all intermediate states. -/
def absorptive (T : Matrix n n ℂ) : Matrix n n ℂ := Tᴴ * T
```

CPT exchanges initial and final states as well as conjugating them, so invariance reads $T_{fi}=T_{ri,rf}$. This is a hypothesis on $T$, standing for the CPT symmetry of the underlying field theory.

```lean
/-- CPT invariance: the amplitude for `i → f` equals the amplitude for `r f → r i`,
where `r` conjugates the states. -/
def IsCPT (r : n → n) (T : Matrix n n ℂ) : Prop :=
  ∀ f i, T f i = T (r i) (r f)
```

The quantity of interest is $\Delta_{fi}=|T_{fi}|^2-|T_{rf,ri}|^2$. It is a plain difference, whereas "asymmetry" often means this difference divided by the sum. If the labels carry spins and momenta, reading $\Delta$ as a CP asymmetry also requires suitable sums over them.

```lean
/-- The difference of the squared amplitudes for `i → f` and for the conjugate
process `r i → r f`. -/
def asymmetry (r : n → n) (T : Matrix n n ℂ) (f i : n) : ℝ :=
  ‖T f i‖ ^ 2 - ‖T (r f) (r i)‖ ^ 2
```

## Unitarity relates $T$ to its adjoint

Expanding $S^\dagger S=1$ gives

$$(1-iT^\dagger)(1+iT)=1+i(T-T^\dagger)+T^\dagger T=1.$$

Hence $i(T-T^\dagger)=-A$, and multiplication by $-i$ gives $T-T^\dagger=iA$. In the proof, `e` is the expansion and the closing `calc` is the multiplication.

```lean
/-- If `S = 1 + iT` is unitary, then `T - T† = i T†T`. -/
theorem unitarity_relation {T : Matrix n n ℂ}
    (hS : sMatrix T ∈ Matrix.unitaryGroup n ℂ) :
    T - Tᴴ = Complex.I • absorptive T := by
  have hI : -Complex.I * Complex.I = 1 := by simp
  have hs : star Complex.I = -Complex.I := Complex.conj_I
  have h := Matrix.mem_unitaryGroup_iff'.mp hS
  rw [Matrix.star_eq_conjTranspose, sMatrix, Matrix.conjTranspose_add,
    Matrix.conjTranspose_one, Matrix.conjTranspose_smul, hs] at h
  -- expand the product S†S
  have e : (1 + (-Complex.I) • Tᴴ) * (1 + Complex.I • T)
      = 1 + (Complex.I • (T - Tᴴ) + Tᴴ * T) := by
    rw [add_mul, one_mul, mul_add, mul_one, smul_mul_smul_comm, hI]
    module
  rw [e] at h
  have h0 : Complex.I • (T - Tᴴ) + Tᴴ * T = 0 :=
    add_left_cancel (h.trans (add_zero 1).symm)
  calc T - Tᴴ = (-Complex.I * Complex.I) • (T - Tᴴ) := by rw [hI, one_smul]
    _ = (-Complex.I) • (Complex.I • (T - Tᴴ) + Tᴴ * T) + Complex.I • (Tᴴ * T) := by
        module
    _ = Complex.I • absorptive T := by rw [h0, smul_zero, zero_add, absorptive]
```

## The conjugate process has the reversed amplitude

Applying CPT invariance to $ri\to rf$ and using $r^2=1$ gives $T_{rf,ri}=T_{r(ri),r(rf)}=T_{if}$.

```lean
omit [Fintype n] [DecidableEq n] in
/-- For a CPT-invariant `T` and an involution `r`, the conjugate process `r i → r f`
has the same amplitude as the reversed process `f → i`. -/
theorem conjugate_eq_reversed {r : n → n} {T : Matrix n n ℂ}
    (hr : Function.Involutive r) (hT : IsCPT r T) (f i : n) :
    T (r f) (r i) = T i f := by
  have h := hT (r f) (r i)
  rwa [hr i, hr f] at h
```

The $(f,i)$ entry of the unitarity relation is $\overline{T_{if}}=T_{fi}-iA_{fi}$. Therefore

$$|T_{rf,ri}|^2=|T_{fi}-iA_{fi}|^2=|T_{fi}|^2+2\,\mathrm{Im}(\overline{T_{fi}}A_{fi})+|A_{fi}|^2,$$

and subtraction gives

$$\Delta_{fi}=-2\,\mathrm{Im}(\overline{T_{fi}}A_{fi})-|A_{fi}|^2.$$

In Lean, `he` is the entry relation; $T_{fi}$ and $A_{fi}$ are then replaced by arbitrary complex numbers, and `ring` checks the identity written in their real and imaginary parts.

```lean
/-- For unitary `S = 1 + iT`, CPT-invariant `T` and an involution `r`, the asymmetry
is `-2 Im(conj(T_fi) A_fi) - |A_fi|²` with `A = T†T`. -/
theorem asymmetry_eq {r : n → n} {T : Matrix n n ℂ}
    (hS : sMatrix T ∈ Matrix.unitaryGroup n ℂ)
    (hr : Function.Involutive r) (hT : IsCPT r T) (f i : n) :
    asymmetry r T f i
      = -2 * (conj (T f i) * absorptive T f i).im - ‖absorptive T f i‖ ^ 2 := by
  have h := congrFun (congrFun (unitarity_relation hS) f) i
  simp only [Matrix.sub_apply, Matrix.conjTranspose_apply, Matrix.smul_apply,
    smul_eq_mul] at h
  -- the reversed amplitude differs from the direct one by the absorptive part
  have he : star (T i f) = T f i - Complex.I * absorptive T f i := by
    linear_combination -h
  rw [asymmetry, conjugate_eq_reversed hr hT, ← norm_star (T i f), he]
  generalize T f i = t
  generalize absorptive T f i = a
  simp only [Complex.sq_norm, Complex.normSq_apply, Complex.sub_re, Complex.sub_im,
    Complex.mul_re, Complex.mul_im, Complex.I_re, Complex.I_im, Complex.conj_re,
    Complex.conj_im]
  ring
```

In a perturbative calculation with $T$ of order $g$, $A$ is of order $g^2$. Through order $g^3$ the asymmetry is then $-2\,\mathrm{Im}(\overline{T_{fi}}A_{fi})$ with the order-$g$ tree amplitudes inserted: the tree amplitude interferes with a loop cut through the intermediate states $k$. This power counting is an estimate added to the exact finite-matrix identity. For real scattering states, the sum over $k$ becomes a phase-space integral, and that passage to the continuum is assumed.

Since $|\mathrm{Im}\,z|\le|z|$, the identity also gives $|\Delta_{fi}|\le 2|T_{fi}||A_{fi}|+|A_{fi}|^2$.

```lean
/-- For unitary `S`, CPT-invariant `T` and an involution `r`, the asymmetry is at most
`2 |T_fi| |A_fi| + |A_fi|²` in magnitude. -/
theorem abs_asymmetry_le {r : n → n} {T : Matrix n n ℂ}
    (hS : sMatrix T ∈ Matrix.unitaryGroup n ℂ)
    (hr : Function.Involutive r) (hT : IsCPT r T) (f i : n) :
    |asymmetry r T f i|
      ≤ 2 * (‖T f i‖ * ‖absorptive T f i‖) + ‖absorptive T f i‖ ^ 2 := by
  have h := Complex.abs_im_le_norm (conj (T f i) * absorptive T f i)
  rw [norm_mul, RCLike.norm_conj] at h
  obtain ⟨h1, h2⟩ := abs_le.mp h
  rw [asymmetry_eq hS hr hT, abs_le]
  constructor <;> nlinarith [sq_nonneg ‖absorptive T f i‖]
```

## Asymmetries cancel in the total

On the diagonal, $T_{ii}-\overline{T_{ii}}=2i\,\mathrm{Im}\,T_{ii}$ and $A_{ii}=\sum_f|T_{fi}|^2$. The unitarity relation becomes the optical theorem, here without flux or phase-space factors:

$$\sum_f|T_{fi}|^2=2\,\mathrm{Im}\,T_{ii}.$$

```lean
/-- Optical theorem: for unitary `S = 1 + iT`, the squared amplitudes out of state `i`
sum to twice the imaginary part of the forward amplitude. -/
theorem optical_theorem {T : Matrix n n ℂ}
    (hS : sMatrix T ∈ Matrix.unitaryGroup n ℂ) (i : n) :
    ∑ f, ‖T f i‖ ^ 2 = 2 * (T i i).im := by
  have hA : absorptive T i i = ((∑ f, ‖T f i‖ ^ 2 : ℝ) : ℂ) := by
    simp only [absorptive, Matrix.mul_apply, Matrix.conjTranspose_apply]
    push_cast
    exact Finset.sum_congr rfl fun f _ => Complex.conj_mul' (T f i)
  have h := congrFun (congrFun (unitarity_relation hS) i) i
  simp only [Matrix.sub_apply, Matrix.conjTranspose_apply, Matrix.smul_apply,
    smul_eq_mul] at h
  rw [hA] at h
  have him := congrArg Complex.im h
  simp only [Complex.star_def, Complex.sub_im, Complex.conj_im, Complex.mul_im,
    Complex.I_re, Complex.I_im, Complex.ofReal_re, Complex.ofReal_im] at him
  linarith
```

As $f$ runs over all states, so does $rf$. Thus

$$\sum_f|T_{rf,ri}|^2=2\,\mathrm{Im}\,T_{ri,ri}=2\,\mathrm{Im}\,T_{ii},$$

and $\sum_f\Delta_{fi}=0$. The permutation of final states is `hp`.

```lean
/-- For unitary `S`, CPT-invariant `T` and an involution `r`, the asymmetries summed
over all final states cancel. -/
theorem sum_asymmetry_eq_zero {r : n → n} {T : Matrix n n ℂ}
    (hS : sMatrix T ∈ Matrix.unitaryGroup n ℂ)
    (hr : Function.Involutive r) (hT : IsCPT r T) (i : n) :
    ∑ f, asymmetry r T f i = 0 := by
  -- conjugation only permutes the final states
  have hp : ∑ f, ‖T (r f) (r i)‖ ^ 2 = ∑ f, ‖T f (r i)‖ ^ 2 :=
    Equiv.sum_comp (Function.Involutive.toPerm r hr) (fun f => ‖T f (r i)‖ ^ 2)
  simp only [asymmetry]
  rw [Finset.sum_sub_distrib, hp, optical_theorem hS i, optical_theorem hS (r i),
    ← hT i i, sub_self]
```

This settles the smallest cases. CPT gives $\Delta_{ii}=0$, so with one or two states no term is left to balance a nonzero asymmetry. At least three states are needed.

## Hermitian amplitudes show no asymmetry

If $T=T^\dagger$, then $|T_{rf,ri}|=|T_{if}|=|T_{fi}|$, so $\Delta_{fi}=0$. Unitarity is not used.

```lean
omit [Fintype n] [DecidableEq n] in
/-- A Hermitian, CPT-invariant `T` has zero asymmetry in every channel when `r` is an
involution. -/
theorem asymmetry_eq_zero_of_hermitian {r : n → n} {T : Matrix n n ℂ}
    (hH : T.IsHermitian) (hr : Function.Involutive r) (hT : IsCPT r T) (f i : n) :
    asymmetry r T f i = 0 := by
  rw [asymmetry, conjugate_eq_reversed hr hT f i, ← hH.apply i f, norm_star, sub_self]
```

Exact unitarity would add $iA=T-T^\dagger=0$, hence $T^\dagger T=0$ and $T=0$. A nonzero Hermitian $T$ can therefore only approximate a unitary theory, as a lowest-order amplitude does.

```lean
/-- If `T` is Hermitian and `S = 1 + iT` is exactly unitary, then `T = 0`. -/
theorem eq_zero_of_hermitian_of_unitary {T : Matrix n n ℂ}
    (hH : T.IsHermitian) (hS : sMatrix T ∈ Matrix.unitaryGroup n ℂ) : T = 0 := by
  have h := unitarity_relation hS
  rw [hH.eq, sub_self] at h
  have hA : Tᴴ * T = 0 := (smul_eq_zero.mp h.symm).resolve_left Complex.I_ne_zero
  exact Matrix.conjTranspose_mul_self_eq_zero.mp hA
```

## Three states suffice for a nonzero asymmetry

Let $S$ send $i$ to $i+1$ modulo 3, and let $r(i)=-i$. State 0 is its own conjugate, while 1 and 2 are conjugate to each other.

```lean
/-- The cyclic shift on three states, sending `i` to `i + 1`. -/
def shift : Matrix (ZMod 3) (ZMod 3) ℂ :=
  Matrix.of fun f i => if f = i + 1 then 1 else 0
```

Solving $S=1+iT$ gives $T=-i(S-1)$.

```lean
/-- The transition matrix `T = -i(S - 1)` of the cyclic shift `S`. -/
def shiftT : Matrix (ZMod 3) (ZMod 3) ℂ := (-Complex.I) • (shift - 1)
```

The shift permutes the basis, so it is unitary. The entry $T_{fi}$ depends only on $f-i$, and $(-i)-(-f)=f-i$, so CPT invariance holds. Finally $T_{10}=-i$ and $T_{20}=0$, giving $\Delta_{10}=1$: state 0 goes to 1 and never to 2, the conjugate of 1. The identity agrees, since $A_{10}=-1$ gives $2-1=1$.

```lean
/-- The cyclic shift is a unitary scattering matrix, CPT-invariant under the involution
`i ↦ -i`, and its asymmetry for the transition `0 → 1` equals one. -/
theorem shift_witness :
    sMatrix shiftT = shift ∧ shift ∈ Matrix.unitaryGroup (ZMod 3) ℂ ∧
    Function.Involutive (fun i : ZMod 3 => -i) ∧
    IsCPT (fun i : ZMod 3 => -i) shiftT ∧
    asymmetry (fun i : ZMod 3 => -i) shiftT 1 0 = 1 := by
  refine ⟨?_, ?_, fun i => neg_neg i, ?_, ?_⟩
  · have hI : Complex.I * -Complex.I = 1 := by simp
    rw [sMatrix, shiftT, smul_smul, hI, one_smul, add_sub_cancel]
  · rw [Matrix.mem_unitaryGroup_iff']
    ext f i
    simp only [Matrix.star_eq_conjTranspose, Matrix.mul_apply,
      Matrix.conjTranspose_apply, shift, Matrix.of_apply, Matrix.one_apply]
    by_cases h : f = i
    · subst h
      simp
    · simp [h, Ne.symm h]
  · intro f i
    have h1 : (-i = -f + 1) ↔ (f = i + 1) := by
      constructor <;> intro h <;> linear_combination h
    have h2 : (-i = -f) ↔ (f = i) := by
      constructor <;> intro h <;> linear_combination h
    simp only [shiftT, Matrix.smul_apply, Matrix.sub_apply, shift, Matrix.of_apply,
      Matrix.one_apply, h1, h2]
  · -- the shift connects 0 to 1 but not 0 to -1
    have a : (1 : ZMod 3) = 0 + 1 := by decide
    have b : ¬ (1 : ZMod 3) = 0 := by decide
    have c : ¬ (-1 : ZMod 3) = -0 + 1 := by decide
    have d : ¬ (-1 : ZMod 3) = -0 := by decide
    simp only [asymmetry, shiftT, Matrix.smul_apply, Matrix.sub_apply, shift,
      Matrix.of_apply, Matrix.one_apply]
    rw [if_pos a, if_neg b, if_neg c, if_neg d]
    simp

end

end CPTAsymmetry
```

```lean
#print axioms CPTAsymmetry.abs_asymmetry_le
-- 'CPTAsymmetry.abs_asymmetry_le' depends on axioms: [propext, Classical.choice, Quot.sound]
#print axioms CPTAsymmetry.sum_asymmetry_eq_zero
-- 'CPTAsymmetry.sum_asymmetry_eq_zero' depends on axioms: [propext, Classical.choice, Quot.sound]
#print axioms CPTAsymmetry.asymmetry_eq_zero_of_hermitian
-- 'CPTAsymmetry.asymmetry_eq_zero_of_hermitian' depends on axioms: [propext, Classical.choice, Quot.sound]
#print axioms CPTAsymmetry.eq_zero_of_hermitian_of_unitary
-- 'CPTAsymmetry.eq_zero_of_hermitian_of_unitary' depends on axioms: [propext, Classical.choice, Quot.sound]
```
